# Fermi arc in a two-band Weyl model: for $0<k_0<\pi$, a zero-energy surface state exists at $k_x=0$ exactly when $\cos k_z>\cos k_0$

## Where does the arc end?

When I diagonalise a slab of a Weyl semimetal to find its Fermi arc, the result is least trustworthy at the end of the arc. The surface state there reaches deep into the slab, the states on the two faces mix, and a level near zero energy no longer tells me whether a single surface would bind a state.

For a half-infinite crystal I expect a sharp answer. At fixed surface momentum the problem is a half chain with two orbitals per site, and the state $\psi_n=\mu^n(1,1)$ should solve it, with a decay factor $\mu=1+\cos k_0-\cos k_z$ on the line $k_x=0$. The arc should then be the set where $\cos k_z>\cos k_0$. Can this be derived in full, including the claim that no other state of the same energy is bound, and can the proof be checked by machine?

## The arc ends where the decay factor reaches one

Yes. At the energy in question, every solution on the half chain is a multiple of $\mu^n(1,1)$, so the arc is decided by whether $|\mu|<1$.

### From the bulk crystal to a half chain

Take the Bloch Hamiltonian

$$h(\mathbf k)=\sin k_x\,\sigma_x+\sin k_y\,\sigma_y+(2+\cos k_0-\cos k_x-\cos k_y-\cos k_z)\,\sigma_z ,$$

where $\sigma_x,\sigma_y,\sigma_z$ are the Pauli matrices acting on the two orbitals, and energies and lengths are in units of the hopping scale and the lattice spacing. The gap closes where all three coefficients vanish. The first two require $\cos k_x$ and $\cos k_y$ to be $\pm1$. The third requires the three cosines to add up to $2+\cos k_0$, which exceeds $1$ when $0<k_0<\pi$, so $\cos k_x=\cos k_y=1$ and $\cos k_z=\cos k_0$. The Weyl nodes therefore sit at $(0,0,\pm k_0)$.

Now cut the crystal perpendicular to $y$ and number the layers $n=0,1,2,\dots$ from the surface. The momenta $k_x$ and $k_z$ remain good quantum numbers. With

$$s=\sin k_x,\qquad \mu=2-\cos k_x+\cos k_0-\cos k_z,\qquad T=-\tfrac12(\sigma_z+i\sigma_y),$$

the layers form the half chain

$$(H\psi)_n=(s\sigma_x+\mu\sigma_z)\psi_n+T\psi_{n+1}+T^\dagger\psi_{n-1},\qquad \psi_{-1}=0 .$$

On a plane wave $e^{ik_yn}$ the two hopping terms give $-\cos k_y\,\sigma_z+\sin k_y\,\sigma_y$, which recovers $h(\mathbf k)$.

### Two scalar recurrences

Write $\psi_n=(a_n,b_n)$, $u_n=a_n+b_n$ and $v_n=a_n-b_n$. The hopping matrices are

$$T=\frac12\begin{pmatrix}-1&-1\\1&1\end{pmatrix},\qquad T^\dagger=\frac12\begin{pmatrix}-1&1\\-1&1\end{pmatrix},$$

so $H\psi=E\psi$ reads

$$Ea_n=sb_n+\mu a_n-\tfrac12u_{n+1}-\tfrac12v_{n-1},$$
$$Eb_n=sa_n-\mu b_n+\tfrac12u_{n+1}-\tfrac12v_{n-1}.$$

Adding and subtracting gives

$$(E-s)u_n=\mu v_n-v_{n-1},\qquad (E+s)v_n=\mu u_n-u_{n+1},\qquad v_{-1}=0 .$$

### All solutions at energy $s$

Set $E=s$. The first recurrence becomes $\mu v_n=v_{n-1}$.

- If $\mu\neq0$, the surface condition gives $v_0=0$, and then $v_1=0$, $v_2=0$ and so on.
- If $\mu=0$, the equation at site $n+1$ says directly that $v_n=0$.

In both cases $v_n=0$ for every $n$, so $a_n=b_n$. The second recurrence is then $u_{n+1}=\mu u_n$, and hence

$$\psi_n=c\,\mu^n(1,1),\qquad c=a_0 ,$$

with $\mu^0=1$ also at $\mu=0$, where the state lives on the surface layer alone. Conversely, each such $\psi$ satisfies both recurrences.

For $c\neq0$ the total weight is $2|c|^2\sum_n\mu^{2n}$, which is finite exactly when $|\mu|<1$. The normalised state is

$$\psi_n=\sqrt{\frac{1-\mu^2}{2}}\;\mu^n(1,1).$$

### The region of surface momentum

The condition $|\mu|<1$ has two sides. For $0\le k_0<\pi$ the lower one always holds, because $\cos k_x\le1$ and $\cos k_z\le1$ give $\mu\ge\cos k_0>-1$. The upper one, $\mu<1$, is

$$\cos k_x+\cos k_z>1+\cos k_0 .$$

This region carries a surface band of energy $E=\sin k_x$. The band is at zero energy only where $\sin k_x=0$. The choice $k_x=\pi$ would need $\cos k_z>2+\cos k_0>1$, which is impossible. On the remaining line $k_x=0$ the condition is $\cos k_z>\cos k_0$, or $|k_z|<k_0$ for $k_z\in[-\pi,\pi]$: a segment joining the projections of the two Weyl nodes. At $k_0=0$ the nodes have merged and the segment is empty.

For slab calculations in this non-interacting two-band model, the decay factor also shows how thick a slab has to be: the normalised state has weight $\mu^{2N}$ on the layers $n\ge N$, and $\mu\to1$ at the ends of the arc.

### The Lean file

```lean
import Mathlib

open Matrix

namespace WeylFermiArc

noncomputable section

/-- The Pauli matrix `σ_x`. -/
def pauliX : Matrix (Fin 2) (Fin 2) ℂ := !![0, 1; 1, 0]

/-- The Pauli matrix `σ_y`. -/
def pauliY : Matrix (Fin 2) (Fin 2) ℂ := !![0, -Complex.I; Complex.I, 0]

/-- The Pauli matrix `σ_z`. -/
def pauliZ : Matrix (Fin 2) (Fin 2) ℂ := !![1, 0; 0, -1]

/-- The hopping matrix `T = -(σ_z + i σ_y)/2`. -/
def hop : Matrix (Fin 2) (Fin 2) ℂ := (-(1 / 2) : ℂ) • (pauliZ + Complex.I • pauliY)

/-- The amplitude on the site to the left, which is zero beyond the surface. -/
def previous (ψ : ℕ → Fin 2 → ℂ) : ℕ → Fin 2 → ℂ
  | 0 => 0
  | n + 1 => ψ n

/-- The half-chain Hamiltonian
`(H ψ)_n = (s σ_x + μ σ_z) ψ_n + T ψ_(n+1) + T^H ψ_(n-1)` with `ψ_(-1) = 0`. -/
def hamiltonian (s μ : ℝ) (ψ : ℕ → Fin 2 → ℂ) (n : ℕ) : Fin 2 → ℂ :=
  ((s : ℂ) • pauliX + (μ : ℂ) • pauliZ) *ᵥ ψ n + hop *ᵥ ψ (n + 1) + hopᴴ *ᵥ previous ψ n

/-- `ψ` solves the stationary equation `H ψ = E ψ` on every site. -/
def IsStationary (s μ E : ℝ) (ψ : ℕ → Fin 2 → ℂ) : Prop :=
  ∀ n, hamiltonian s μ ψ n = (E : ℂ) • ψ n

/-- The total weight of `ψ` on the half chain is finite. -/
def SquareSummable (ψ : ℕ → Fin 2 → ℂ) : Prop :=
  Summable fun n => ‖ψ n 0‖ ^ 2 + ‖ψ n 1‖ ^ 2

/-- The geometric function `ψ_n = μ^n (1, 1)`, for any real `μ`. -/
def edgeState (μ : ℝ) : ℕ → Fin 2 → ℂ := fun n _ => (μ : ℂ) ^ n

/-- The mass `μ = 2 - cos kx + cos k0 - cos kz` of the half chain at surface momentum
`(kx, kz)`. -/
def surfaceMass (k0 kx kz : ℝ) : ℝ := 2 - Real.cos kx + Real.cos k0 - Real.cos kz

/-- The entries of the hopping matrix. -/
lemma hop_eq : hop = !![-1 / 2, -1 / 2; 1 / 2, 1 / 2] := by
  ext i j
  fin_cases i <;> fin_cases j <;> simp [hop, pauliY, pauliZ] <;> norm_num

/-- The entries of the adjoint hopping matrix. -/
lemma hop_adjoint_eq : hopᴴ = !![-1 / 2, 1 / 2; -1 / 2, 1 / 2] := by
  rw [hop_eq]
  ext i j
  fin_cases i <;> fin_cases j <;> simp [Matrix.conjTranspose_apply]

/-- In the sum and difference of the two components, the stationary equation becomes a pair of
scalar recurrences. -/
theorem isStationary_iff (s μ E : ℝ) (ψ : ℕ → Fin 2 → ℂ) :
    IsStationary s μ E ψ ↔ ∀ n,
      ((E : ℂ) - s) * (ψ n 0 + ψ n 1)
        = μ * (ψ n 0 - ψ n 1) - (previous ψ n 0 - previous ψ n 1) ∧
      ((E : ℂ) + s) * (ψ n 0 - ψ n 1)
        = μ * (ψ n 0 + ψ n 1) - (ψ (n + 1) 0 + ψ (n + 1) 1) := by
  unfold IsStationary
  refine forall_congr' fun n => ?_
  have c0 : hamiltonian s μ ψ n 0 = s * ψ n 1 + μ * ψ n 0
      - (ψ (n + 1) 0 + ψ (n + 1) 1) / 2 - (previous ψ n 0 - previous ψ n 1) / 2 := by
    rw [hamiltonian, hop_adjoint_eq, hop_eq]
    simp [pauliX, pauliZ, dotProduct, Fin.sum_univ_two]
    ring
  have c1 : hamiltonian s μ ψ n 1 = s * ψ n 0 - μ * ψ n 1
      + (ψ (n + 1) 0 + ψ (n + 1) 1) / 2 - (previous ψ n 0 - previous ψ n 1) / 2 := by
    rw [hamiltonian, hop_adjoint_eq, hop_eq]
    simp [pauliX, pauliZ, dotProduct, Fin.sum_univ_two]
    ring
  rw [funext_iff, Fin.forall_fin_two, c0, c1]
  simp only [Pi.smul_apply, smul_eq_mul]
  constructor
  · rintro ⟨h0, h1⟩
    exact ⟨by linear_combination -h0 - h1, by linear_combination h1 - h0⟩
  · rintro ⟨h0, h1⟩
    exact ⟨by linear_combination -(h0 + h1) / 2, by linear_combination (h1 - h0) / 2⟩

/-- The solutions at energy `s` are exactly the multiples of `μ^n (1, 1)`. -/
theorem isStationary_energy_s_iff (s μ : ℝ) (ψ : ℕ → Fin 2 → ℂ) :
    IsStationary s μ s ψ ↔ ∃ c : ℂ, ψ = c • edgeState μ := by
  rw [isStationary_iff]
  constructor
  · intro h
    -- the difference of the components vanishes, starting from the surface
    have hv : ∀ n, ψ n 0 - ψ n 1 = 0 := by
      rcases eq_or_ne μ 0 with rfl | hμ
      · intro n
        have q := (h (n + 1)).1
        simp only [previous, Complex.ofReal_zero] at q
        linear_combination q
      · have hμ' : (μ : ℂ) ≠ 0 := Complex.ofReal_ne_zero.2 hμ
        intro n
        induction n with
        | zero =>
          have q := (h 0).1
          simp only [previous, Pi.zero_apply] at q
          exact (mul_eq_zero.1 (by linear_combination -q :
            (μ : ℂ) * (ψ 0 0 - ψ 0 1) = 0)).resolve_left hμ'
        | succ n ih =>
          have q := (h (n + 1)).1
          simp only [previous] at q
          exact (mul_eq_zero.1 (by linear_combination ih - q :
            (μ : ℂ) * (ψ (n + 1) 0 - ψ (n + 1) 1) = 0)).resolve_left hμ'
    -- the common component is geometric
    have hg : ∀ n, ψ n 0 = ψ 0 0 * (μ : ℂ) ^ n := by
      intro n
      induction n with
      | zero => simp
      | succ n ih =>
        rw [pow_succ]
        linear_combination (μ : ℂ) * ih + (h n).2 / 2 + hv (n + 1) / 2
          - ((s : ℂ) + μ / 2) * hv n
    refine ⟨ψ 0 0, ?_⟩
    rw [funext_iff]
    intro n
    rw [funext_iff, Fin.forall_fin_two]
    simp only [Pi.smul_apply, smul_eq_mul, edgeState]
    exact ⟨hg n, by linear_combination hg n - hv n⟩
  · rintro ⟨c, rfl⟩ n
    simp only [Pi.smul_apply, smul_eq_mul, edgeState]
    refine ⟨?_, by ring⟩
    cases n <;> simp [previous, edgeState]

/-- A nonzero multiple of `μ^n (1, 1)` is square summable iff `|μ| < 1`. -/
theorem squareSummable_edgeState_iff (μ : ℝ) {c : ℂ} (hc : c ≠ 0) :
    SquareSummable (c • edgeState μ) ↔ |μ| < 1 := by
  have e : (fun n => ‖(c • edgeState μ) n 0‖ ^ 2 + ‖(c • edgeState μ) n 1‖ ^ 2)
      = fun n => (2 * ‖c‖ ^ 2) * (μ ^ 2) ^ n := by
    funext n
    simp only [Pi.smul_apply, smul_eq_mul, edgeState, norm_mul, norm_pow, Complex.norm_real,
      Real.norm_eq_abs]
    rw [← sq_abs μ]
    ring
  have hc' : 2 * ‖c‖ ^ 2 ≠ 0 := by
    have := norm_pos_iff.2 hc
    positivity
  unfold SquareSummable
  rw [e, summable_mul_left_iff hc', summable_geometric_iff_norm_lt_one, Real.norm_eq_abs,
    abs_of_nonneg (sq_nonneg μ), sq_lt_one_iff_abs_lt_one]

/-- The half chain has a nonzero square-summable state of energy `s` iff `|μ| < 1`. -/
theorem bound_state_iff (s μ : ℝ) :
    (∃ ψ, ψ ≠ 0 ∧ SquareSummable ψ ∧ IsStationary s μ s ψ) ↔ |μ| < 1 := by
  constructor
  · rintro ⟨ψ, hne, hsum, hst⟩
    obtain ⟨c, rfl⟩ := (isStationary_energy_s_iff s μ ψ).1 hst
    have hc : c ≠ 0 := by
      rintro rfl
      exact hne (zero_smul _ _)
    exact (squareSummable_edgeState_iff μ hc).1 hsum
  · intro h
    refine ⟨(1 : ℂ) • edgeState μ, ?_, (squareSummable_edgeState_iff μ one_ne_zero).2 h,
      (isStationary_energy_s_iff s μ _).2 ⟨1, rfl⟩⟩
    intro h0
    have q := congrFun (congrFun h0 0) 0
    simp [edgeState] at q

/-- The region of the surface band: for `0 ≤ k0 < π`, the half chain with `σ_x` coefficient `s` and
mass `surfaceMass k0 kx kz` has a nonzero square-summable state of energy `s` iff
`cos kx + cos kz > 1 + cos k0`. The crystal is the case `s = sin kx`. -/
theorem surface_band (s k0 kx kz : ℝ) (h0 : 0 ≤ k0) (hπ : k0 < Real.pi) :
    (∃ ψ, ψ ≠ 0 ∧ SquareSummable ψ ∧ IsStationary s (surfaceMass k0 kx kz) s ψ) ↔
      1 + Real.cos k0 < Real.cos kx + Real.cos kz := by
  have hk := Real.cos_lt_cos_of_nonneg_of_le_pi h0 le_rfl hπ
  rw [Real.cos_pi] at hk
  rw [bound_state_iff, abs_lt, surfaceMass]
  constructor
  · rintro ⟨_, h⟩
    linarith
  · intro h
    exact ⟨by linarith [Real.cos_le_one kx, Real.cos_le_one kz], by linarith⟩

/-- For `0 ≤ k0 < π`, the half chain with `σ_x` coefficient `s` and mass `μ = 1 + cos k0 - cos kz`
has a nonzero square-summable state of energy `s` iff `cos kz > cos k0`. The zero-energy Fermi arc
is the case `s = 0`. -/
theorem fermi_arc (s k0 kz : ℝ) (h0 : 0 ≤ k0) (hπ : k0 < Real.pi) :
    (∃ ψ, ψ ≠ 0 ∧ SquareSummable ψ ∧
      IsStationary s (1 + Real.cos k0 - Real.cos kz) s ψ) ↔ Real.cos k0 < Real.cos kz := by
  -- this is the line `kx = 0` of the surface band
  have e : 1 + Real.cos k0 - Real.cos kz = surfaceMass k0 0 kz := by
    rw [surfaceMass, Real.cos_zero]
    ring
  rw [e, surface_band s k0 0 kz h0 hπ, Real.cos_zero]
  constructor <;> intro h <;> linarith

end

end WeylFermiArc
```

```lean
#print axioms WeylFermiArc.fermi_arc
-- 'WeylFermiArc.fermi_arc' depends on axioms: [propext, Classical.choice, Quot.sound]
```

### What the theorems say about the crystal

A state is any function `ψ : ℕ → Fin 2 → ℂ`. The natural number is the layer, and the index in `Fin 2` is the orbital, so `ψ n 0` is $a_n$ and `ψ n 1` is $b_n$. The definition `hamiltonian` is the formula for $H$ applied layer by layer, `hopᴴ` is $T^\dagger$, and `previous` supplies $\psi_{n-1}$, with the value zero beyond the surface.

Normalisability is not built into the states. `IsStationary s μ E ψ` says that $H\psi=E\psi$ holds on every layer, and `SquareSummable ψ` says separately that the total weight is finite. A bound state is a `ψ` that has both properties and is not zero.

The main statements are these:

- `isStationary_energy_s_iff`: for all real $s$ and $\mu$, the solutions at energy $s$ are exactly the complex multiples of `edgeState μ`, which is $\mu^n(1,1)$.
- `bound_state_iff`: a bound state of energy $s$ exists if and only if $|\mu|<1$.
- `surface_band`: for $0\le k_0<\pi$ and the mass `surfaceMass k0 kx kz`, a bound state of energy $s$ exists if and only if $1+\cos k_0<\cos k_x+\cos k_z$.
- `fermi_arc`: for $0\le k_0<\pi$ and $\mu=1+\cos k_0-\cos k_z$, a bound state of energy $s$ exists if and only if $\cos k_0<\cos k_z$.

In the last two theorems $s$ is a free real number. The crystal corresponds to $s=\sin k_x$, so on the line $k_x=0$ one reads `fermi_arc` with $s=0$, and the bound state has zero energy. Calling this line a Fermi arc places the Fermi level at the energy of the Weyl nodes.

The energy in these statements is always $s$; whether the half chain binds states at other energies is left open. The model is a clean, non-interacting crystal with one ideal surface and no surface potential. The arc comes from solving this one Hamiltonian explicitly, not from the topological charge of the nodes, so the theorems do not give the general link between Weyl nodes and surface arcs.

### Why $k_0=\pi$ is excluded

The bound $k_0<\pi$ keeps $\mu$ above $-1$. Take $k_0=\pi$ and $k_x=k_z=0$. Then $\cos k_0=-1<1=\cos k_z$, so the arc condition holds, but $\mu=1-1-1=-1$. Every solution at energy $s$ is $c(-1)^n(1,1)$, with the same weight $2|c|^2$ on each layer, so no bound state of energy $s$ exists. Physically, the bulk gap has closed at another point: at $k_y=\pi$ the coefficient of $\sigma_z$ is $\mu-\cos k_y=0$, and both sines vanish as well.

### How Lean reaches the arc

`hop_eq` and `hop_adjoint_eq` compute the entries of $T$ and $T^\dagger$ from the Pauli matrices.

`isStationary_iff` is the passage to $u_n$ and $v_n$. Its intermediate facts `c0` and `c1` are the two component equations above. The `linear_combination` steps then add and subtract them, and the reverse direction recovers the components by halving.

`isStationary_energy_s_iff` follows the argument at $E=s$. The fact `hv` is $v_n=0$, with the same split into $\mu=0$ and $\mu\ne0$. In the second case an induction starts at the surface and cancels the factor $\mu$ at each layer. The fact `hg` is $a_n=a_0\mu^n$, again by induction, now using the second recurrence together with `hv`. The converse substitutes the geometric state into the recurrences; the surface layer is treated separately because `previous` is defined separately there.

`squareSummable_edgeState_iff` rewrites the weight on layer $n$ as $2|c|^2(\mu^2)^n$ and applies Mathlib's criterion for geometric series, which gives $\mu^2<1$ and hence $|\mu|<1$.

`bound_state_iff` joins the two results. A given bound state must be a multiple $c\,\mu^n(1,1)$ with $c\neq0$, so $|\mu|<1$. In the other direction the state with $c=1$ serves as the example, and its value on layer $0$ shows that it is not zero.

`surface_band` first obtains $-1<\cos k_0$ from the fact that the cosine decreases strictly on $[0,\pi]$. It then splits $|\mu|<1$ into its two sides, and `linarith` settles the inequalities using $\cos k_x\le1$ and $\cos k_z\le1$. Finally, `fermi_arc` identifies its mass with `surfaceMass k0 0 kz` and reads off the line $k_x=0$.
